# Weak- and strong-screening limits of Yukawa-attenuated Slater exchange

Take two electrons that exchange a single momentum $2k_F q$, where $k_F$ is the Fermi wavevector and $q>0$ is a pure number. The bare Coulomb interaction is proportional to $1/(2k_Fq)^2$. Yukawa screening, $e^{-\kappa r}/r$ in place of $1/r$, changes this to $1/((2k_Fq)^2+\kappa^2)$. With $a=\kappa/(2k_F)$, the ratio of screened to bare is

$$\frac{q^2}{q^2+a^2}.$$

At fixed $q$ it tends to $1$ as $a\to0^+$, and $a^2$ times it tends to $q^2$ as $a\to\infty$. For the exchange energy of the uniform electron gas, screened divided by bare is the average of this ratio over $0\le q\le1$, with a weight that falls from its largest value at $q=0$ to zero at $q=1$. The average again tends to $1$ for weak screening, and for strong screening $a^2$ times it tends to the mean of $q^2$ with the same weight, which turns out to be $1/9$.

## The closed formula and the integrals behind it

```lean
import Mathlib

open Filter Topology

namespace YukawaSlaterAttenuation

noncomputable section

/-- The Yukawa attenuation factor of Slater exchange, for `a > 0`, where `a` is the inverse
screening length divided by twice the Fermi wavevector. -/
def attenuation (a : ℝ) : ℝ :=
  1 - 8 * a / 3 * (Real.arctan (1 / a) + a / 4
    - a / 4 * (a ^ 2 + 3) * Real.log (1 + 1 / a ^ 2))
```

This defines the attenuation factor, a function from real numbers to real numbers:

$$F(a)=1-\frac{8a}{3}\left[\arctan\frac1a+\frac a4-\frac a4(a^2+3)\ln\left(1+\frac1{a^2}\right)\right].$$

In a local-density exchange functional for the Yukawa interaction, $F$ multiplies the Slater exchange energy density, with $k_F$ taken from the local density as if the gas were uniform there.

```lean
/-- The fraction of the Fermi sphere shared with a copy displaced by `2 q` Fermi wavevectors,
for `0 ≤ q ≤ 1`. -/
def fermiOverlap (q : ℝ) : ℝ := 1 - 3 / 2 * q + 1 / 2 * q ^ 3
```

`fermiOverlap` is the weight in the average, $S(q)=1-\tfrac32q+\tfrac12q^3$. Exchange at momentum transfer $2k_Fq$ needs two occupied states of the same spin that far apart, so it counts the fraction of the Fermi sphere shared with a displaced copy.

```lean
/-- The exchange integral of the uniform electron gas with Yukawa screening `a > 0`, over momentum
transfers `q` in units of twice the Fermi wavevector and up to a constant prefactor. -/
def screenedExchange (a : ℝ) : ℝ :=
  ∫ q in (0 : ℝ)..1, q ^ 2 / (q ^ 2 + a ^ 2) * fermiOverlap q
```

The notation `∫ q in (0 : ℝ)..1` is the ordinary integral from $0$ to $1$. Write $J(a)$ for `screenedExchange a`:

$$J(a)=\int_0^1\frac{q^2}{q^2+a^2}\,S(q)\,dq.$$

The $q^2$ in the numerator is the volume element of momentum space.

```lean
/-- The same exchange integral for the bare Coulomb interaction. -/
def coulombExchange : ℝ := ∫ q in (0 : ℝ)..1, fermiOverlap q
```

Without screening the volume element cancels the Coulomb $1/q^2$, which leaves $C=\int_0^1S(q)\,dq$. Both integrals enter as definitions: their derivation from a Slater determinant of plane waves is assumed, and the common prefactor is omitted.

## The overlap fraction and its moments

```lean
/-- An integral identity for every real `q`. For `0 ≤ q ≤ 1` it says that the overlap fraction times
the volume of the unit sphere is the volume of two spherical caps, each cut off at distance `q` from
the centre. -/
theorem fermiOverlap_eq_caps (q : ℝ) :
    4 * Real.pi / 3 * fermiOverlap q = 2 * ∫ t in q..1, Real.pi * (1 - t ^ 2) := by
  rw [intervalIntegral.integral_const_mul, intervalIntegral.integral_sub
    (Continuous.intervalIntegrable (by fun_prop) _ _)
    (Continuous.intervalIntegrable (by fun_prop) _ _),
    intervalIntegral.integral_const, integral_pow, smul_eq_mul]
  unfold fermiOverlap
  push_cast
  ring
```

A Lean theorem gives its name and variables, then the statement after the colon, then the proof after `:= by`. Here the statement is

$$\frac{4\pi}{3}S(q)=2\int_q^1\pi(1-t^2)\,dt.$$

Two unit spheres with centres $2q$ apart meet in a lens, which the mid-plane cuts into two caps made of discs of area $\pi(1-t^2)$. The right side equals $2\pi(\tfrac23-q+\tfrac13q^3)$, which is the left side. The `rw` steps evaluate the integral, and `ring` checks the remaining polynomial identity. The identity holds for every real $q$; the geometric reading needs $0\le q\le1$.

```lean
/-- The overlap fraction is nonnegative for `0 ≤ q`. -/
theorem fermiOverlap_nonneg {q : ℝ} (hq : 0 ≤ q) : 0 ≤ fermiOverlap q := by
  have h : fermiOverlap q = (1 - q) ^ 2 * (2 + q) / 2 := by
    unfold fermiOverlap
    ring
  rw [h]
  positivity
```

The factorisation $S(q)=\tfrac12(1-q)^2(2+q)$ shows that $S\ge0$ for $q\ge0$. `positivity` reads the sign off the factors.

```lean
/-- All power moments of the overlap fraction over the allowed momentum transfers. -/
theorem overlap_moment (n : ℕ) :
    ∫ q in (0 : ℝ)..1, q ^ n * fermiOverlap q
      = 1 / ((n : ℝ) + 1) - 3 / 2 / ((n : ℝ) + 2) + 1 / 2 / ((n : ℝ) + 4) := by
  have p : ∀ k : ℕ, ∫ x in (0 : ℝ)..1, x ^ k = 1 / ((k : ℝ) + 1) := by
    intro k
    rw [integral_pow]
    simp
  have e : ∀ q : ℝ, q ^ n * fermiOverlap q
      = q ^ n - 3 / 2 * q ^ (n + 1) + 1 / 2 * q ^ (n + 3) := by
    intro q
    unfold fermiOverlap
    ring
  simp_rw [e]
  rw [intervalIntegral.integral_add
    (Continuous.intervalIntegrable (by fun_prop) _ _)
    (Continuous.intervalIntegrable (by fun_prop) _ _),
    intervalIntegral.integral_sub
    (Continuous.intervalIntegrable (by fun_prop) _ _)
    (Continuous.intervalIntegrable (by fun_prop) _ _),
    intervalIntegral.integral_const_mul, intervalIntegral.integral_const_mul, p, p, p]
  push_cast
  ring
```

For every natural number $n$,

$$M_n=\int_0^1q^nS(q)\,dq=\frac1{n+1}-\frac{3/2}{n+2}+\frac{1/2}{n+4},$$

by integrating term by term. The values needed are $M_0=C=\tfrac38$, $M_2=\tfrac1{24}$ and $M_4=\tfrac1{80}$. The mean of $q^2$ is therefore $M_2/M_0=\tfrac19$.

## The formula is a ratio of exchange integrals

```lean
/-- The screened exchange integrand is continuous in the momentum transfer for `a > 0`. -/
theorem continuous_integrand {a : ℝ} (ha : 0 < a) :
    Continuous (fun q : ℝ => q ^ 2 / (q ^ 2 + a ^ 2) * fermiOverlap q) := by
  unfold fermiOverlap
  exact (Continuous.div (by fun_prop) (by fun_prop)
    (fun q => (by positivity : q ^ 2 + a ^ 2 ≠ 0))).mul (by fun_prop)
```

The hypothesis `(ha : 0 < a)` keeps the denominator $q^2+a^2$ away from zero, so the integrand is continuous and can be integrated.

```lean
/-- For `a > 0` the attenuation factor is the ratio of the Yukawa-screened to the Coulomb exchange
integral of the uniform electron gas. -/
theorem attenuation_eq_ratio {a : ℝ} (ha : 0 < a) :
    attenuation a = screenedExchange a / coulombExchange := by
  have hC : coulombExchange = 3 / 8 := by
    have h := overlap_moment 0
    simp only [pow_zero, one_mul] at h
    rw [coulombExchange, h]
    norm_num
  -- an explicit antiderivative of the screened integrand
  have hder : ∀ q : ℝ, HasDerivAt (fun x : ℝ => x - (3 + a ^ 2) / 4 * x ^ 2 + x ^ 4 / 8
      - a * Real.arctan (x / a) + a ^ 2 * (a ^ 2 + 3) / 4 * Real.log (x ^ 2 + a ^ 2))
      (q ^ 2 / (q ^ 2 + a ^ 2) * fermiOverlap q) q := by
    intro q
    have hq : q ^ 2 + a ^ 2 ≠ 0 := by positivity
    have h2 : HasDerivAt (fun x : ℝ => x ^ 2) (2 * q) q :=
      (hasDerivAt_pow 2 q).congr_deriv (by norm_num)
    have h4 : HasDerivAt (fun x : ℝ => x ^ 4) (4 * q ^ 3) q :=
      (hasDerivAt_pow 4 q).congr_deriv (by norm_num)
    have hA : HasDerivAt (fun x : ℝ => Real.arctan (x / a)) (a / (q ^ 2 + a ^ 2)) q := by
      refine ((hasDerivAt_id' q).div_const a).arctan.congr_deriv ?_
      have h0 : 1 + (q / a) ^ 2 = (q ^ 2 + a ^ 2) / a ^ 2 := by
        field_simp
        ring
      rw [h0]
      field_simp
    have hL : HasDerivAt (fun x : ℝ => Real.log (x ^ 2 + a ^ 2))
        (2 * q / (q ^ 2 + a ^ 2)) q := (h2.add_const (a ^ 2)).log hq
    refine (((((hasDerivAt_id' q).fun_sub (h2.const_mul ((3 + a ^ 2) / 4))).fun_add
      (h4.div_const 8)).fun_sub (hA.const_mul a)).fun_add
      (hL.const_mul (a ^ 2 * (a ^ 2 + 3) / 4))).congr_deriv ?_
    unfold fermiOverlap
    field_simp
    ring
  have hlog : Real.log (1 + 1 / a ^ 2) = Real.log (1 + a ^ 2) - Real.log (a ^ 2) := by
    rw [← Real.log_div (by positivity) (by positivity)]
    congr 1
    field_simp
    ring
  rw [hC, screenedExchange, intervalIntegral.integral_eq_sub_of_hasDerivAt
    (fun q _ => hder q) ((continuous_integrand ha).intervalIntegrable _ _), attenuation, hlog]
  have z : (0 : ℝ) ^ 2 + a ^ 2 = a ^ 2 := by ring
  rw [z, zero_div, Real.arctan_zero, one_pow]
  ring
```

The claim is $F(a)=J(a)/C$ for every $a>0$. By hand, polynomial division splits the integrand into

$$1-\frac{3+a^2}{2}q+\frac{q^3}{2}-\frac{a^2}{q^2+a^2}+\frac{a^2(a^2+3)}{2}\,\frac{q}{q^2+a^2}.$$

An antiderivative is

$$q-\frac{3+a^2}{4}q^2+\frac{q^4}{8}-a\arctan\frac qa+\frac{a^2(a^2+3)}{4}\ln(q^2+a^2).$$

Its values at $1$ and $0$ differ by

$$J(a)=\frac38-\frac{a^2}{4}-a\arctan\frac1a+\frac{a^2(a^2+3)}{4}\ln\left(1+\frac1{a^2}\right),$$

and division by $C=\tfrac38$ gives the closed formula.

Lean works in the opposite direction: it is handed the antiderivative and differentiates it. That is `hder`, assembled from the derivatives of the powers, the arctangent (`hA`) and the logarithm (`hL`); `field_simp` clears denominators and `ring` compares the results. The fundamental theorem of calculus, `integral_eq_sub_of_hasDerivAt`, then evaluates the integral, and `hlog` splits the logarithm in the closed formula into the two logarithms that the integral produces.

## Bounds for every positive screening

```lean
/-- For `a > 0` screening never enhances exchange, and the loss is at most `4πa/3`. -/
theorem weak_screening_bounds {a : ℝ} (ha : 0 < a) :
    1 - 4 * Real.pi / 3 * a ≤ attenuation a ∧ attenuation a ≤ 1 := by
  constructor
  · -- the logarithm outweighs the term a/4, and the arctangent is below π/2
    have h1 := Real.one_sub_inv_le_log_of_pos (by positivity : 0 < 1 + 1 / a ^ 2)
    have h2 : 1 - (1 + 1 / a ^ 2)⁻¹ = 1 / (a ^ 2 + 1) := by
      field_simp
      ring
    rw [h2] at h1
    have h3 : 0 ≤ Real.log (1 + 1 / a ^ 2) := le_trans (by positivity) h1
    rw [div_le_iff₀ (by positivity)] at h1
    have h4 : 1 ≤ (a ^ 2 + 3) * Real.log (1 + 1 / a ^ 2) := by linarith
    have h5 := mul_le_mul_of_nonneg_left h4 (by positivity : 0 ≤ a / 4)
    have h6 := Real.arctan_lt_pi_div_two (1 / a)
    have h7 : Real.arctan (1 / a) + a / 4
        - a / 4 * (a ^ 2 + 3) * Real.log (1 + 1 / a ^ 2) ≤ Real.pi / 2 := by linarith
    have h8 := mul_le_mul_of_nonneg_left h7 (by positivity : 0 ≤ 8 * a / 3)
    unfold attenuation
    linarith
  · have hS : Continuous fermiOverlap := by
      unfold fermiOverlap
      fun_prop
    have hC : 0 ≤ coulombExchange :=
      intervalIntegral.integral_nonneg (by norm_num) (fun q hq => fermiOverlap_nonneg hq.1)
    rw [attenuation_eq_ratio ha]
    refine div_le_one_of_le₀ ?_ hC
    refine intervalIntegral.integral_mono_on (by norm_num)
      ((continuous_integrand ha).intervalIntegrable _ _) (hS.intervalIntegrable _ _) ?_
    intro q hq
    have h : q ^ 2 / (q ^ 2 + a ^ 2) ≤ 1 := by
      rw [div_le_one (by positivity)]
      linarith [sq_nonneg a]
    exact mul_le_of_le_one_left (fermiOverlap_nonneg hq.1) h
```

For $a>0$ this states $1-\tfrac{4\pi}{3}a\le F(a)\le1$.

The lower bound comes from the closed formula. The inequality $\ln x\ge1-1/x$ at $x=1+1/a^2$ gives $\ln(1+1/a^2)\ge1/(a^2+1)$, hence $(a^2+3)\ln(1+1/a^2)\ge1$ (`h4`). The logarithmic term in the bracket therefore outweighs $a/4$, and the bracket is at most $\arctan(1/a)<\pi/2$ (`h7`). Multiplying by $8a/3$ gives the bound, and `linarith` does the linear bookkeeping.

The upper bound comes from the integrals. Since $q^2/(q^2+a^2)\le1$ and $S\ge0$, the screened integrand never exceeds the bare one, and `integral_mono_on` carries this comparison over to the integrals.

```lean
/-- For `a > 0` the scaled attenuation `a² F(a)` lies below `1/9` by at most `1/(30 a²)`. -/
theorem strong_screening_bounds {a : ℝ} (ha : 0 < a) :
    1 / 9 - 1 / (30 * a ^ 2) ≤ a ^ 2 * attenuation a ∧ a ^ 2 * attenuation a ≤ 1 / 9 := by
  have hS : Continuous fermiOverlap := by
    unfold fermiOverlap
    fun_prop
  have m0 : coulombExchange = 3 / 8 := by
    have h := overlap_moment 0
    simp only [pow_zero, one_mul] at h
    rw [coulombExchange, h]
    norm_num
  have m2 : ∫ q in (0 : ℝ)..1, q ^ 2 * fermiOverlap q = 1 / 24 := by
    rw [overlap_moment]
    norm_num
  have m4 : ∫ q in (0 : ℝ)..1, q ^ 4 * fermiOverlap q = 1 / 80 := by
    rw [overlap_moment]
    norm_num
  have i2 : IntervalIntegrable (fun q : ℝ => 1 / a ^ 2 * (q ^ 2 * fermiOverlap q))
      MeasureTheory.volume 0 1 := Continuous.intervalIntegrable (by fun_prop) _ _
  have i4 : IntervalIntegrable (fun q : ℝ => 1 / a ^ 4 * (q ^ 4 * fermiOverlap q))
      MeasureTheory.volume 0 1 := Continuous.intervalIntegrable (by fun_prop) _ _
  have iJ := (continuous_integrand ha).intervalIntegrable (μ := MeasureTheory.volume) 0 1
  -- the remainder of the expansion of the screened kernel in q²/a²
  have up : screenedExchange a ≤ 1 / a ^ 2 * (1 / 24) := by
    rw [← m2, ← intervalIntegral.integral_const_mul]
    refine intervalIntegral.integral_mono_on (by norm_num) iJ i2 ?_
    intro q hq
    have e : 1 / a ^ 2 * (q ^ 2 * fermiOverlap q) - q ^ 2 / (q ^ 2 + a ^ 2) * fermiOverlap q
        = q ^ 4 / (a ^ 2 * (q ^ 2 + a ^ 2)) * fermiOverlap q := by
      field_simp
      ring
    have := mul_nonneg (by positivity : 0 ≤ q ^ 4 / (a ^ 2 * (q ^ 2 + a ^ 2)))
      (fermiOverlap_nonneg hq.1)
    linarith
  have low : 1 / a ^ 2 * (1 / 24) - 1 / a ^ 4 * (1 / 80) ≤ screenedExchange a := by
    rw [← m2, ← m4, ← intervalIntegral.integral_const_mul,
      ← intervalIntegral.integral_const_mul, ← intervalIntegral.integral_sub i2 i4]
    refine intervalIntegral.integral_mono_on (by norm_num) (i2.sub i4) iJ ?_
    intro q hq
    have e : q ^ 2 / (q ^ 2 + a ^ 2) * fermiOverlap q
        - (1 / a ^ 2 * (q ^ 2 * fermiOverlap q) - 1 / a ^ 4 * (q ^ 4 * fermiOverlap q))
        = q ^ 6 / (a ^ 4 * (q ^ 2 + a ^ 2)) * fermiOverlap q := by
      field_simp
      ring
    have := mul_nonneg (by positivity : 0 ≤ q ^ 6 / (a ^ 4 * (q ^ 2 + a ^ 2)))
      (fermiOverlap_nonneg hq.1)
    linarith
  have hu := mul_le_mul_of_nonneg_left up (by positivity : 0 ≤ 8 / 3 * a ^ 2)
  have hl := mul_le_mul_of_nonneg_left low (by positivity : 0 ≤ 8 / 3 * a ^ 2)
  have eu : 8 / 3 * a ^ 2 * (1 / a ^ 2 * (1 / 24)) = 1 / 9 := by
    field_simp
    norm_num
  have el : 8 / 3 * a ^ 2 * (1 / a ^ 2 * (1 / 24) - 1 / a ^ 4 * (1 / 80))
      = 1 / 9 - 1 / (30 * a ^ 2) := by
    field_simp
    ring
  rw [eu] at hu
  rw [el] at hl
  rw [attenuation_eq_ratio ha, m0]
  constructor <;> linarith
```

For $a>0$ this states

$$\frac19-\frac1{30a^2}\le a^2F(a)\le\frac19.$$

The source is an expansion with explicit remainders:

$$\frac{q^2}{q^2+a^2}=\frac{q^2}{a^2}-\frac{q^4}{a^2(q^2+a^2)}=\frac{q^2}{a^2}-\frac{q^4}{a^4}+\frac{q^6}{a^4(q^2+a^2)}.$$

The first form lies below $q^2/a^2$, and the second lies above $q^2/a^2-q^4/a^4$. Multiplying by $S\ge0$ and integrating gives

$$\frac{M_2}{a^2}-\frac{M_4}{a^4}\le J(a)\le\frac{M_2}{a^2}.$$

These are `low` and `up` in the code, where each `e` states the exact remainder. The factor $a^2/C=\tfrac83a^2$ turns them into the stated bounds.

## Both limits by squeezing

```lean
/-- The Yukawa attenuation factor tends to one as the screening vanishes, and it decays as
`1/(9 a²)` when the screening parameter `a` grows without bound. -/
theorem attenuation_limits :
    Tendsto attenuation (𝓝[>] 0) (𝓝 1) ∧
      Tendsto (fun a => a ^ 2 * attenuation a) atTop (𝓝 (1 / 9)) := by
  constructor
  · have h : Tendsto (fun a : ℝ => 1 - 4 * Real.pi / 3 * a) (𝓝 0)
        (𝓝 (1 - 4 * Real.pi / 3 * 0)) := Continuous.tendsto (by fun_prop) 0
    rw [mul_zero, sub_zero] at h
    refine tendsto_of_tendsto_of_tendsto_of_le_of_le' (h.mono_left nhdsWithin_le_nhds)
      tendsto_const_nhds ?_ ?_
    · filter_upwards [self_mem_nhdsWithin] with a ha using (weak_screening_bounds ha).1
    · filter_upwards [self_mem_nhdsWithin] with a ha using (weak_screening_bounds ha).2
  · have h : Tendsto (fun a : ℝ => 1 / 9 - 1 / 30 * (a⁻¹) ^ 2) atTop
        (𝓝 (1 / 9 - 1 / 30 * 0 ^ 2)) :=
      ((tendsto_inv_atTop_zero.pow 2).const_mul (1 / 30)).const_sub (1 / 9)
    rw [show (1 / 9 - 1 / 30 * 0 ^ 2 : ℝ) = 1 / 9 by norm_num] at h
    refine tendsto_of_tendsto_of_tendsto_of_le_of_le' h tendsto_const_nhds ?_ ?_
    · filter_upwards [eventually_gt_atTop 0] with a ha
      have e : 1 / 30 * (a⁻¹) ^ 2 = 1 / (30 * a ^ 2) := by
        field_simp
      rw [e]
      exact (strong_screening_bounds ha).1
    · filter_upwards [eventually_gt_atTop 0] with a ha using (strong_screening_bounds ha).2

end

end YukawaSlaterAttenuation
```

`Tendsto f l m` says that $f$ tends to the target `m` along the approach `l`. Here `𝓝[>] 0` means approaching $0$ from above, `atTop` means growing without bound, and `𝓝 1` is the target value $1$. The theorem therefore reads

$$\lim_{a\to0^+}F(a)=1,\qquad\lim_{a\to\infty}a^2F(a)=\frac19.$$

In the first limit $F$ lies between $1-\tfrac{4\pi}{3}a$ and $1$; in the second, $a^2F(a)$ lies between $\tfrac19-1/(30a^2)$ and $\tfrac19$. In each case both bounds have the same limit. The long lemma name beginning `tendsto_of_tendsto_of_tendsto` is the squeeze theorem, and each `filter_upwards` step supplies one inequality for positive $a$.

For a local-density functional with Yukawa screening, the limits say that regions with $2k_F\gg\kappa$ keep nearly all their Slater exchange and regions with $2k_F\ll\kappa$ keep a fraction close to $4k_F^2/(9\kappa^2)$, within the uniform-gas model.

```lean
#print axioms YukawaSlaterAttenuation.fermiOverlap_eq_caps
#print axioms YukawaSlaterAttenuation.attenuation_limits
```

```
'YukawaSlaterAttenuation.fermiOverlap_eq_caps' depends on axioms: [propext, Classical.choice, Quot.sound]
'YukawaSlaterAttenuation.attenuation_limits' depends on axioms: [propext, Classical.choice, Quot.sound]
```

## The next term at strong screening

Carrying the expansion one step further gives the next correction; this extension is argued here by hand and is not proved in the Lean code. The remainder $q^6/(a^4(q^2+a^2))$ is at most $q^6/a^6$, and $M_6=\tfrac3{560}$, so for $a>0$

$$\frac19-\frac1{30a^2}\le a^2F(a)\le\frac19-\frac1{30a^2}+\frac1{70a^4}.$$

Hence $a^2\left(\tfrac19-a^2F(a)\right)\to\tfrac1{30}$ as $a\to\infty$, again by squeezing.
